# The Coulomb and exchange integrals of minimal-basis H₂ from four atomic repulsion integrals and the overlap

I treat the two-electron integrals of minimal-basis H₂ as a bare table of sixteen real numbers \((ij|kl)\), where \(i,j,k,l\) run over the two atoms \(a\) and \(b\). I keep only the symmetries of the table and forget the 1s functions and the bond length. With the bonding orbital \(\phi_g\propto a+b\) and the antibonding orbital \(\phi_u\propto a-b\), I then find that the exchange integral \(K_{gu}\) depends on \((aa|aa)-(aa|bb)\) and on nothing else except the overlap. The atomic exchange integral \((ab|ab)\) has gone, although it does appear in the Coulomb integrals. Have I lost a term? And is the table enough to make \((gg|gu)\) vanish, or does that need the actual functions?

## The product of the two orbitals has no bond density

No term is lost, and the table is enough, provided that its symmetries include the exchange of the two atoms. The product \(\phi_g\phi_u\) is proportional to \((a+b)(a-b)=a^2-b^2\). The cross terms cancel, so the density \(ab\) enters \(K_{gu}\) only through the overlap, which fixes the normalisation.

To get all the integrals, let \(s\) be the overlap of the normalised real functions \(a\) and \(b\), with \(|s|<1\), and write
\[
\phi_g=x(a+b),\quad \phi_u=y(a-b),\quad x=\frac1{\sqrt{2(1+s)}},\quad y=\frac1{\sqrt{2(1-s)}}.
\]
These orbitals are orthonormal:
\[
\langle \phi_g|\phi_g\rangle=x^2(2+2s)=1,\quad \langle \phi_u|\phi_u\rangle=y^2(2-2s)=1,\quad \langle \phi_g|\phi_u\rangle=xy(1-s+s-1)=0.
\]

The value of \((ij|kl)\) is unchanged when \(i,j\) are swapped, when \(k,l\) are swapped, and when the two pairs are swapped. This eightfold symmetry leaves six independent numbers. Exchanging the atoms also gives \((bb|bb)=(aa|aa)\) and \((bb|ab)=(aa|ab)\), so four remain:
\[
A=(aa|aa),\quad B=(aa|bb),\quad X=(ab|ab),\quad L=(aa|ab).
\]
They fill 2, 2, 4 and 8 of the sixteen places.

The orbital densities are
\[
\phi_g^2=x^2(a^2+b^2+2ab),\quad \phi_u^2=y^2(a^2+b^2-2ab),\quad \phi_g\phi_u=xy(a^2-b^2).
\]
Multiplying out the repulsion of each pair of densities gives
\[
\begin{aligned}
J_{gg}=(gg|gg)&=x^4(2A+2B+4X+8L)=\frac{A+B+2X+4L}{2(1+s)^2},\\
J_{uu}=(uu|uu)&=y^4(2A+2B+4X-8L)=\frac{A+B+2X-4L}{2(1-s)^2},\\
J_{gu}=(gg|uu)&=x^2y^2(2A+2B-4X)=\frac{A+B-2X}{2(1-s^2)},\\
K_{gu}=(gu|gu)&=x^2y^2(2A-2B)=\frac{A-B}{2(1-s^2)}.
\end{aligned}
\]
The last step in each line uses \(x^4=1/(4(1+s)^2)\), \(y^4=1/(4(1-s)^2)\) or \(x^2y^2=1/(4(1-s^2))\). In \(J_{gu}\) the terms with \(L\) cancel, because \(ab\) has opposite signs in the two densities. Finally,
\[
(gg|gu)=x^3y\,\bigl[(A-B)+(B-A)+2(L-L)\bigr]=0.
\]

In a restricted Hartree-Fock treatment of H₂ with these two basis functions, \(J_{gg}\) is the electron repulsion of the single configuration \(\phi_g^2\). In configuration interaction, which goes beyond Hartree-Fock, \(K_{gu}\) couples that configuration to \(\phi_u^2\).

## Where the exchange of atoms is needed

Take a table with \((aa|aa)=1\) and all other entries zero, and set \(s=0\). It has the full eightfold symmetry, but it treats the atoms differently. It is a formal example and not a physical one, since \((bb|bb)\) is positive for any actual function \(b\). Now \(x=y=1/\sqrt2\), and \((gg|gu)=x^3y=1/4\). Permutation symmetry alone therefore does not make this integral vanish.

## The table, the orbitals and the hypotheses in Lean

The atoms are the elements of `Fin 2`, with 0 for \(a\) and 1 for \(b\), and `Fin.rev` exchanges them. The Lean variable `g` is the table of atomic integrals, not the bonding orbital. Thus \(A,B,X,L\) are `g 0 0 0 0`, `g 0 0 1 1`, `g 0 1 0 1` and `g 0 0 0 1`.

The structure `SymmetricIntegrals` holds the assumptions on the table. Its fields `bra`, `ket` and `pair` generate the eightfold symmetry, which Coulomb integrals over real functions have. The field `centre` stands for two identical atoms that carry equivalent functions. These properties are assumed of the table and not derived from an integral over space.

An orbital is a pair of coefficients, given by `gerade s` or `ungerade s`. The function `orbitalOverlap` uses the overlap matrix with 1 on the diagonal and \(s\) off it. The function `moIntegral` is the full fourfold sum over the table, in the order \((pq|rt)\), where the first two orbitals belong to one electron and the last two to the other. The condition `|s| < 1` says that the normalised atomic functions are linearly independent.

The main theorem, `h2_molecular_integrals`, says that for every table with these symmetries and every such \(s\), the four formulas above hold and \((gg|gu)\) is zero. The table and \(s\) are otherwise independent, so nothing ties them to a particular bond length or to 1s functions. One-electron energies and larger basis sets do not enter.

```lean
import Mathlib

namespace MinimalBasisH2

/-- Real two-electron integrals `g i j k l = (ij|kl)` on two centres, with the eightfold
permutation symmetry and invariance under exchange of the centres. -/
structure SymmetricIntegrals (g : Fin 2 → Fin 2 → Fin 2 → Fin 2 → ℝ) : Prop where
  bra : ∀ i j k l, g i j k l = g j i k l
  ket : ∀ i j k l, g i j k l = g i j l k
  pair : ∀ i j k l, g i j k l = g k l i j
  centre : ∀ i j k l, g i.rev j.rev k.rev l.rev = g i j k l

/-- A two-centre table with the value `x` on each centre and `y` between the centres. -/
noncomputable def twoCentre (x y : ℝ) (i j : Fin 2) : ℝ := if i = j then x else y

/-- The overlap of two orbitals, given by their coefficients on normalised atomic functions
with mutual overlap `s`. -/
noncomputable def orbitalOverlap (s : ℝ) (p q : Fin 2 → ℝ) : ℝ :=
  ∑ i, ∑ j, p i * twoCentre 1 s i j * q j

/-- The bonding orbital `(a + b)/√(2(1+s))`, for `-1 < s`. -/
noncomputable def gerade (s : ℝ) (_ : Fin 2) : ℝ := 1 / √(2 * (1 + s))

/-- The antibonding orbital `(a - b)/√(2(1-s))`, for `s < 1`. -/
noncomputable def ungerade (s : ℝ) (i : Fin 2) : ℝ :=
  if i = 0 then 1 / √(2 * (1 - s)) else -(1 / √(2 * (1 - s)))

/-- The integral `(pq|rt)` over molecular orbitals, transformed from the atomic integrals. -/
noncomputable def moIntegral (g : Fin 2 → Fin 2 → Fin 2 → Fin 2 → ℝ)
    (p q r t : Fin 2 → ℝ) : ℝ :=
  ∑ i, ∑ j, ∑ k, ∑ l, p i * q j * r k * t l * g i j k l

/-- For `|s| < 1`, the squared coefficients of the two orbitals on atom 0 are `1/(2(1+s))` and
`1/(2(1-s))`, written here without division. -/
theorem coefficient_sq {s : ℝ} (hs : |s| < 1) :
    gerade s 0 ^ 2 * (2 * (1 + s)) = 1 ∧ ungerade s 0 ^ 2 * (2 * (1 - s)) = 1 := by
  have key : ∀ x : ℝ, 0 < x → (1 / √x) ^ 2 * x = 1 := by
    intro x hx
    rw [div_pow, one_pow, Real.sq_sqrt hx.le, one_div_mul_cancel hx.ne']
  obtain ⟨h1, h2⟩ := abs_lt.mp hs
  have hg : gerade s 0 = 1 / √(2 * (1 + s)) := by simp only [gerade]
  have hu : ungerade s 0 = 1 / √(2 * (1 - s)) := by simp [ungerade]
  rw [hg, hu]
  exact ⟨key (2 * (1 + s)) (by linarith), key (2 * (1 - s)) (by linarith)⟩

/-- For `|s| < 1`, the bonding and antibonding orbitals are orthonormal. -/
theorem orbitals_orthonormal {s : ℝ} (hs : |s| < 1) :
    orbitalOverlap s (gerade s) (gerade s) = 1 ∧
    orbitalOverlap s (ungerade s) (ungerade s) = 1 ∧
    orbitalOverlap s (gerade s) (ungerade s) = 0 := by
  obtain ⟨hx, hy⟩ := coefficient_sq hs
  have h00 : twoCentre 1 s 0 0 = 1 := by simp [twoCentre]
  have h01 : twoCentre 1 s 0 1 = s := by simp [twoCentre]
  have h10 : twoCentre 1 s 1 0 = s := by simp [twoCentre]
  have h11 : twoCentre 1 s 1 1 = 1 := by simp [twoCentre]
  have hg : gerade s 1 = gerade s 0 := by simp only [gerade]
  have hu : ungerade s 1 = -ungerade s 0 := by simp [ungerade]
  simp only [orbitalOverlap, Fin.sum_univ_two, h00, h01, h10, h11, hg, hu]
  refine ⟨?_, ?_, ?_⟩
  · linear_combination hx
  · linear_combination hy
  · ring

/-- With the symmetries of the integrals, every molecular integral is a combination of the
four atomic integrals `(aa|aa)`, `(aa|bb)`, `(ab|ab)` and `(aa|ab)`. -/
theorem moIntegral_expand {g : Fin 2 → Fin 2 → Fin 2 → Fin 2 → ℝ}
    (h : SymmetricIntegrals g) (p q r t : Fin 2 → ℝ) :
    moIntegral g p q r t =
      g 0 0 0 0 * (p 0 * q 0 * r 0 * t 0 + p 1 * q 1 * r 1 * t 1)
      + g 0 0 1 1 * (p 0 * q 0 * r 1 * t 1 + p 1 * q 1 * r 0 * t 0)
      + g 0 1 0 1 * ((p 0 * q 1 + p 1 * q 0) * (r 0 * t 1 + r 1 * t 0))
      + g 0 0 0 1 * ((p 0 * q 0 + p 1 * q 1) * (r 0 * t 1 + r 1 * t 0)
        + (p 0 * q 1 + p 1 * q 0) * (r 0 * t 0 + r 1 * t 1)) := by
  have r0 : Fin.rev (0 : Fin 2) = 1 := by decide
  have r1 : Fin.rev (1 : Fin 2) = 0 := by decide
  -- exchange of the centres, then the permutations
  have a1 : g 1 1 1 1 = g 0 0 0 0 := by simpa only [r0, r1] using h.centre 0 0 0 0
  have l4 : g 1 1 1 0 = g 0 0 0 1 := by simpa only [r0, r1] using h.centre 0 0 0 1
  have b1 : g 1 1 0 0 = g 0 0 1 1 := h.pair 1 1 0 0
  have x1 : g 0 1 1 0 = g 0 1 0 1 := h.ket 0 1 1 0
  have x2 : g 1 0 0 1 = g 0 1 0 1 := h.bra 1 0 0 1
  have x3 : g 1 0 1 0 = g 0 1 0 1 := (h.bra 1 0 1 0).trans x1
  have l1 : g 0 0 1 0 = g 0 0 0 1 := h.ket 0 0 1 0
  have l2 : g 0 1 0 0 = g 0 0 0 1 := h.pair 0 1 0 0
  have l3 : g 1 0 0 0 = g 0 0 0 1 := (h.bra 1 0 0 0).trans l2
  have l5 : g 1 1 0 1 = g 0 0 0 1 := (h.ket 1 1 0 1).trans l4
  have l6 : g 1 0 1 1 = g 0 0 0 1 := (h.pair 1 0 1 1).trans l4
  have l7 : g 0 1 1 1 = g 0 0 0 1 := (h.bra 0 1 1 1).trans l6
  simp only [moIntegral, Fin.sum_univ_two]
  rw [a1, b1, x1, x2, x3, l1, l2, l3, l4, l5, l6, l7]
  ring

/-- The Coulomb integrals `J_gg`, `J_uu`, `J_gu`, the exchange integral `K_gu` and the vanishing
`(gg|gu)` of minimal-basis H2, for symmetric atomic integrals and overlap `|s| < 1`. -/
theorem h2_molecular_integrals {g : Fin 2 → Fin 2 → Fin 2 → Fin 2 → ℝ}
    (h : SymmetricIntegrals g) {s : ℝ} (hs : |s| < 1) :
    moIntegral g (gerade s) (gerade s) (gerade s) (gerade s) =
      (g 0 0 0 0 + g 0 0 1 1 + 2 * g 0 1 0 1 + 4 * g 0 0 0 1) / (2 * (1 + s) ^ 2) ∧
    moIntegral g (ungerade s) (ungerade s) (ungerade s) (ungerade s) =
      (g 0 0 0 0 + g 0 0 1 1 + 2 * g 0 1 0 1 - 4 * g 0 0 0 1) / (2 * (1 - s) ^ 2) ∧
    moIntegral g (gerade s) (gerade s) (ungerade s) (ungerade s) =
      (g 0 0 0 0 + g 0 0 1 1 - 2 * g 0 1 0 1) / (2 * (1 - s ^ 2)) ∧
    moIntegral g (gerade s) (ungerade s) (gerade s) (ungerade s) =
      (g 0 0 0 0 - g 0 0 1 1) / (2 * (1 - s ^ 2)) ∧
    moIntegral g (gerade s) (gerade s) (gerade s) (ungerade s) = 0 := by
  obtain ⟨h1, h2⟩ := abs_lt.mp hs
  have hp : 0 < 1 + s := by linarith
  have hm : 0 < 1 - s := by linarith
  have factor : 1 - s ^ 2 = (1 + s) * (1 - s) := by ring
  have np : 2 * (1 + s) ^ 2 ≠ 0 := (mul_pos two_pos (pow_pos hp 2)).ne'
  have nm : 2 * (1 - s) ^ 2 ≠ 0 := (mul_pos two_pos (pow_pos hm 2)).ne'
  have npm : 2 * ((1 + s) * (1 - s)) ≠ 0 := (mul_pos two_pos (mul_pos hp hm)).ne'
  obtain ⟨hx, hy⟩ := coefficient_sq hs
  have hg : gerade s 1 = gerade s 0 := by simp only [gerade]
  have hu : ungerade s 1 = -ungerade s 0 := by simp [ungerade]
  simp only [moIntegral_expand h, hg, hu, factor]
  -- only the normalisation of the coefficients x and y matters from here on
  generalize gerade s 0 = x at hx ⊢
  generalize ungerade s 0 = y at hy ⊢
  refine ⟨?_, ?_, ?_, ?_, ?_⟩
  · rw [eq_div_iff np]
    linear_combination (g 0 0 0 0 + g 0 0 1 1 + 2 * g 0 1 0 1 + 4 * g 0 0 0 1) *
      (x ^ 2 * (2 * (1 + s)) + 1) * hx
  · rw [eq_div_iff nm]
    linear_combination (g 0 0 0 0 + g 0 0 1 1 + 2 * g 0 1 0 1 - 4 * g 0 0 0 1) *
      (y ^ 2 * (2 * (1 - s)) + 1) * hy
  · rw [eq_div_iff npm]
    linear_combination (g 0 0 0 0 + g 0 0 1 1 - 2 * g 0 1 0 1) *
      (y ^ 2 * (2 * (1 - s)) * hx + hy)
  · rw [eq_div_iff npm]
    linear_combination (g 0 0 0 0 - g 0 0 1 1) * (y ^ 2 * (2 * (1 - s)) * hx + hy)
  · ring

/-- The Mulliken approximation to `(ij|kl)`, with overlap `s`, one-centre repulsion `U` and
two-centre repulsion `V`. -/
noncomputable def mulliken (s U V : ℝ) (i j k l : Fin 2) : ℝ :=
  twoCentre 1 s i j * twoCentre 1 s k l / 4 *
    (twoCentre U V i k + twoCentre U V i l + twoCentre U V j k + twoCentre U V j l)

/-- The Mulliken integrals have the eightfold symmetry and are invariant under exchange of
the centres. -/
theorem symmetricIntegrals_witness (s U V : ℝ) : SymmetricIntegrals (mulliken s U V) := by
  have comm : ∀ (x y : ℝ) (i j : Fin 2), twoCentre x y i j = twoCentre x y j i := by
    intro x y i j
    by_cases hij : i = j
    · rw [hij]
    · simp [twoCentre, hij, Ne.symm hij]
  have rev : ∀ (x y : ℝ) (i j : Fin 2), twoCentre x y i.rev j.rev = twoCentre x y i j := by
    intro x y i j
    simp [twoCentre, Fin.rev_inj]
  refine ⟨fun i j k l => ?_, fun i j k l => ?_, fun i j k l => ?_, fun i j k l => ?_⟩
  · unfold mulliken
    rw [comm 1 s j i]
    ring
  · unfold mulliken
    rw [comm 1 s l k]
    ring
  · unfold mulliken
    rw [comm U V k i, comm U V k j, comm U V l i, comm U V l j]
    ring
  · simp only [mulliken, rev]

/-- For symmetric integrals at zero overlap with `(ab|ab) = (aa|ab) = 0`, the difference
`J_gg - K_gu` is `(aa|bb)` and the sum `J_gg + K_gu` is `(aa|aa)`. -/
theorem separated_atoms {g : Fin 2 → Fin 2 → Fin 2 → Fin 2 → ℝ}
    (h : SymmetricIntegrals g) (hX : g 0 1 0 1 = 0) (hL : g 0 0 0 1 = 0) :
    moIntegral g (gerade 0) (gerade 0) (gerade 0) (gerade 0)
      - moIntegral g (gerade 0) (ungerade 0) (gerade 0) (ungerade 0) = g 0 0 1 1 ∧
    moIntegral g (gerade 0) (gerade 0) (gerade 0) (gerade 0)
      + moIntegral g (gerade 0) (ungerade 0) (gerade 0) (ungerade 0) = g 0 0 0 0 := by
  have h0 : |(0 : ℝ)| < 1 := by norm_num
  obtain ⟨hJ, -, -, hK, -⟩ := h2_molecular_integrals h h0
  rw [hJ, hK, hX, hL]
  constructor <;> ring

end MinimalBasisH2
```

```lean
#print axioms MinimalBasisH2.orbitals_orthonormal
-- 'MinimalBasisH2.orbitals_orthonormal' depends on axioms: [propext, Classical.choice, Quot.sound]
#print axioms MinimalBasisH2.h2_molecular_integrals
-- 'MinimalBasisH2.h2_molecular_integrals' depends on axioms: [propext, Classical.choice, Quot.sound]
#print axioms MinimalBasisH2.separated_atoms
-- 'MinimalBasisH2.separated_atoms' depends on axioms: [propext, Classical.choice, Quot.sound]
```

## From normalisation to the five integrals

The lemma `coefficient_sq` gives the normalisation in the form \(x^2\cdot2(1+s)=1\) and \(y^2\cdot2(1-s)=1\), which avoids square roots later. In `orbitals_orthonormal` the overlap sums are written out. The two norms follow from these equations by `linear_combination`, and the orthogonality is an identity that `ring` proves.

The lemma `moIntegral_expand` does the sorting into \(A,B,X,L\), for any four orbitals. Twelve equations send the remaining table entries to the chosen four. Those for `g 1 1 1 1` and `g 1 1 1 0` use the exchange of atoms directly, and some of the others build on the second. After the sums are expanded and these equations substituted, `ring` collects the terms.

The main theorem inserts the orbitals into this expansion. The `generalize` steps then replace the explicit coefficients by plain numbers \(x\) and \(y\), of which only the normalisation is kept. For each quotient, `eq_div_iff` multiplies by the nonzero denominator. With \(P=2(1+s)x^2\) and \(Q=2(1-s)y^2\), what remains rests on
\[
P^2-1=(P+1)(P-1),\qquad PQ-1=Q(P-1)+(Q-1).
\]
The first identity serves \(J_{gg}\) and, with \(Q\) in place of \(P\), \(J_{uu}\). The second serves \(J_{gu}\) and \(K_{gu}\). These are the factors supplied to `linear_combination`. The integral \((gg|gu)\) needs only `ring`, since its terms cancel whatever \(x\) and \(y\) are.

The theorem `symmetricIntegrals_witness` shows that the assumptions on the table can be met. It uses the Mulliken approximation, which replaces each product of atomic functions by its overlap times the average of the two atomic densities. Here `U` is the repulsion of two electrons on the same atom and `V` that of electrons on different atoms. All values of `s`, `U` and `V` are allowed, and the proof checks the four symmetries in turn.

## What remains at zero overlap

The theorem `separated_atoms` sets \(s=X=L=0\), as for atoms so far apart that the product \(ab\) is negligible. The main theorem then gives \(J_{gg}=(A+B)/2\) and \(K_{gu}=(A-B)/2\), hence
\[
J_{gg}-K_{gu}=B,\qquad J_{gg}+K_{gu}=A.
\]
In the two-configuration picture, these are the repulsion energies of the normalised combinations \((\phi_g^2-\phi_u^2)/\sqrt2\), with one electron on each atom, and \((\phi_g^2+\phi_u^2)/\sqrt2\), with both on the same atom. That reading is ordinary configuration interaction added to the theorem, which itself speaks only of the sum and the difference. The single configuration \(\phi_g^2\) has the average of the two values, so it keeps a repulsion of \(A/2\) even when \(B\) tends to zero.
